# β times the equal-time variance bounds the static susceptibility of a finite-dimensional quantum system, with equality exactly for conserved observables

Let H be the Hamiltonian and A an observable of a system with finitely many states, at inverse temperature β > 0 and with ħ = 1. Write Z = Tr exp(-βH) and ⟨X⟩ = Tr(exp(-βH) X)/Z. The imaginary-time correlation function and the static susceptibility are

C(τ) = Tr(exp(-(β-τ)H) A exp(-τH) A)/Z

χ = ∫₀^β C(τ) dτ - β⟨A⟩².

Measurements of A and A² at a single imaginary time give the variance ⟨A²⟩ - ⟨A⟩², but not the correlations between different imaginary times that enter χ. The question is how β times this variance compares with χ.

```lean
import Mathlib

open Matrix
open scoped ComplexOrder

namespace SnapshotSusceptibility

noncomputable section

variable {n : Type*} [Fintype n]
```

The type `n` labels the basis states; it is not a number. `ComplexOrder` fixes the meaning of x ≤ y for complex numbers: y - x is real and nonnegative.

## Sums over pairs of levels

```lean
/-- Sum over pairs of levels with weights `w i j` and Boltzmann factors
`exp(-s E i) exp(-t E j)`. -/
def pairSum (w : n → n → ℝ) (E : n → ℝ) (s t : ℝ) : ℝ :=
  ∑ i, ∑ j, w i j * (Real.exp (-s * E i) * Real.exp (-t * E j))
```

With real energies E_i and weights w_ij, this is

P(s,t) = Σ_ij w_ij exp(-sE_i) exp(-tE_j).

It will become the numerator of C, not yet divided by Z.

```lean
variable {w : n → n → ℝ} {E : n → ℝ}

/-- For symmetric weights, twice the change in the pair sum when all imaginary time is moved to one
side is the weighted sum of products of differences of Boltzmann factors. -/
theorem pairSum_gap (hs : ∀ i j, w i j = w j i) (s t : ℝ) :
    2 * (pairSum w E (s + t) 0 - pairSum w E s t) =
      ∑ i, ∑ j, w i j * ((Real.exp (-s * E i) - Real.exp (-s * E j)) *
        (Real.exp (-t * E i) - Real.exp (-t * E j))) := by
  have h0 : pairSum w E s t
      = ∑ i, ∑ j, w i j * (Real.exp (-s * E i) * Real.exp (-t * E j)) := rfl
  have h1 : pairSum w E (s + t) 0
      = ∑ i, ∑ j, w i j * (Real.exp (-s * E i) * Real.exp (-t * E i)) := by
    refine Finset.sum_congr rfl fun i _ => Finset.sum_congr rfl fun j _ => ?_
    rw [← Real.exp_add, ← Real.exp_add]
    congr 2
    ring
  -- exchange the two levels
  have h2 : pairSum w E (s + t) 0
      = ∑ i, ∑ j, w i j * (Real.exp (-s * E j) * Real.exp (-t * E j)) :=
    h1.trans (Finset.sum_comm.trans (Finset.sum_congr rfl fun i _ =>
      Finset.sum_congr rfl fun j _ => by rw [hs i j]))
  have h3 : pairSum w E s t
      = ∑ i, ∑ j, w i j * (Real.exp (-s * E j) * Real.exp (-t * E i)) :=
    h0.trans (Finset.sum_comm.trans (Finset.sum_congr rfl fun i _ =>
      Finset.sum_congr rfl fun j _ => by rw [hs i j]))
  simp only [mul_sub, sub_mul, Finset.sum_sub_distrib]
  linear_combination h1 + h2 - h0 - h3
```

Put x_i = exp(-sE_i) and y_i = exp(-tE_i). Since w_ij = w_ji, exchanging i and j gives two forms of each sum:

P(s+t,0) = Σ_ij w_ij x_i y_i = Σ_ij w_ij x_j y_j

P(s,t) = Σ_ij w_ij x_i y_j = Σ_ij w_ij x_j y_i.

Adding the first line and subtracting the second yields

2[P(s+t,0) - P(s,t)] = Σ_ij w_ij (x_i - x_j)(y_i - y_j).

The four forms are `h1`, `h2`, `h0` and `h3`, and `linear_combination` combines them.

```lean
/-- For symmetric nonnegative weights and nonnegative times with a fixed total, the pair sum is
largest when all imaginary time lies on one side. -/
theorem pairSum_le (hw : ∀ i j, 0 ≤ w i j) (hs : ∀ i j, w i j = w j i) {s t : ℝ}
    (h0 : 0 ≤ s) (h1 : 0 ≤ t) : pairSum w E s t ≤ pairSum w E (s + t) 0 := by
  have hm : ∀ r : ℝ, 0 ≤ r → ∀ x y : ℝ, x ≤ y → Real.exp (-r * y) ≤ Real.exp (-r * x) :=
    fun r hr x y h => Real.exp_le_exp.2 (by linarith [mul_le_mul_of_nonneg_left h hr])
  have h : 0 ≤ 2 * (pairSum w E (s + t) 0 - pairSum w E s t) := by
    rw [pairSum_gap hs]
    refine Finset.sum_nonneg fun i _ => Finset.sum_nonneg fun j _ => mul_nonneg (hw i j) ?_
    -- both Boltzmann factors decrease with energy
    rcases le_total (E i) (E j) with h | h
    · exact mul_nonneg (sub_nonneg.2 (hm s h0 _ _ h)) (sub_nonneg.2 (hm t h1 _ _ h))
    · exact (mul_nonneg (sub_nonneg.2 (hm s h0 _ _ h))
        (sub_nonneg.2 (hm t h1 _ _ h))).trans_eq (by ring)
  linarith
```

For s, t ≥ 0 both Boltzmann factors are non-increasing in energy, so the two differences never have opposite signs. With w_ij ≥ 0 every term is nonnegative, and P(s,t) ≤ P(s+t,0). The proof treats E_i ≤ E_j and E_j ≤ E_i separately.

```lean
/-- For symmetric nonnegative weights, if an equal split into two times `s > 0` attains the
maximum, then only levels of equal energy carry weight. -/
theorem energy_eq_of_pairSum_eq (hw : ∀ i j, 0 ≤ w i j) (hs : ∀ i j, w i j = w j i) {s : ℝ}
    (h0 : 0 < s) (h : pairSum w E s s = pairSum w E (s + s) 0) (i j : n) :
    w i j = 0 ∨ E i = E j := by
  have hg := pairSum_gap (E := E) hs s s
  rw [h, sub_self, mul_zero] at hg
  have hn := fun k l => mul_nonneg (hw k l)
    (mul_self_nonneg (Real.exp (-s * E k) - Real.exp (-s * E l)))
  have hi := (Finset.sum_eq_zero_iff_of_nonneg
    (fun k _ => Finset.sum_nonneg fun l _ => hn k l)).1 hg.symm i (Finset.mem_univ i)
  have hj := (Finset.sum_eq_zero_iff_of_nonneg (fun l _ => hn i l)).1 hi j (Finset.mem_univ j)
  refine (mul_eq_zero.1 hj).imp_right fun h => ?_
  exact mul_left_cancel₀ (neg_ne_zero.2 h0.ne')
    (Real.exp_injective (sub_eq_zero.1 (mul_self_eq_zero.1 h)))
```

For s = t > 0 the terms are w_ij (x_i - x_j)². If their sum vanishes, each term does, so w_ij = 0 or x_i = x_j. The exponential is injective, so the second case means E_i = E_j.

## From matrices to energies

```lean
variable [DecidableEq n] {H A : Matrix n n ℂ}

/-- The imaginary-time propagator `exp(-tH)`. -/
def boltz (H : Matrix n n ℂ) (t : ℝ) : Matrix n n ℂ :=
  NormedSpace.exp ((-(t : ℂ)) • H)
```

`boltz H t` is the matrix exponential exp(-tH), without normalisation.

```lean
/-- The thermal average `Tr(exp(-βH) X) / Tr exp(-βH)`, for nonzero `Tr exp(-βH)`. -/
def thermal (H : Matrix n n ℂ) (β : ℝ) (X : Matrix n n ℂ) : ℂ :=
  trace (boltz H β * X) / trace (boltz H β)
```

`thermal H β X` is ⟨X⟩.

```lean
/-- The correlation function `C(τ) = Tr(exp(-(β-τ)H) A exp(-τH) A) / Tr exp(-βH)`, for nonzero
`Tr exp(-βH)`. -/
def corr (H A : Matrix n n ℂ) (β τ : ℝ) : ℂ :=
  trace (boltz H (β - τ) * A * boltz H τ * A) / trace (boltz H β)
```

`corr H A β τ` is C(τ), kept as a complex number.

```lean
/-- A Hermitian `H` and all its propagators are diagonal in one orthonormal basis. -/
theorem exists_eigenbasis (hH : H.IsHermitian) :
    ∃ (U : Matrix n n ℂ) (E : n → ℝ), Uᴴ * U = 1 ∧
      H = U * diagonal (fun i => (E i : ℂ)) * Uᴴ ∧
      ∀ t, boltz H t = U * diagonal (fun i => ((Real.exp (-t * E i) : ℝ) : ℂ)) * Uᴴ := by
  obtain ⟨U, E, hU, hd⟩ : ∃ (U : Matrix n n ℂ) (E : n → ℝ), Uᴴ * U = 1 ∧
      H = U * diagonal (fun i => (E i : ℂ)) * Uᴴ := by
    refine ⟨hH.eigenvectorUnitary, hH.eigenvalues,
      Matrix.mem_unitaryGroup_iff'.mp hH.eigenvectorUnitary.2, ?_⟩
    have h := hH.spectral_theorem
    rw [Unitary.conjStarAlgAut_apply] at h
    exact h
  refine ⟨U, E, hU, hd, fun t => ?_⟩
  have hinv : U⁻¹ = Uᴴ := Matrix.inv_eq_left_inv hU
  have hunit : IsUnit U := IsUnit.of_mul_eq_one _ (mul_eq_one_comm.mp hU)
  have hD : (-(t : ℂ)) • diagonal (fun i => (E i : ℂ))
      = diagonal (fun i => ((-t * E i : ℝ) : ℂ)) := by
    rw [← Matrix.diagonal_smul]
    congr 1
    funext i
    simp
  have hs : (-(t : ℂ)) • H = U * diagonal (fun i => ((-t * E i : ℝ) : ℂ)) * U⁻¹ := by
    rw [hinv, ← hD, Matrix.mul_smul, Matrix.smul_mul, ← hd]
  unfold boltz
  rw [hs, Matrix.exp_conj _ _ hunit, Matrix.exp_diagonal, hinv, Pi.exp_def]
  simp only [← Complex.exp_eq_exp_ℂ, Complex.ofReal_exp]
```

The spectral theorem gives H = U D U†, with D the diagonal matrix of energies; Lean writes U† as `Uᴴ`. Exponentiating gives exp(-tH) = U exp(-tD) U†.

```lean
/-- Lehmann representation for Hermitian `H` and `A`: the traces are sums over real energies with
symmetric nonnegative weights, and `A` commutes with `H` exactly when only levels of equal energy
carry weight. -/
theorem lehmann (hH : H.IsHermitian) (hA : A.IsHermitian) :
    ∃ (E : n → ℝ) (w : n → n → ℝ), (∀ i j, 0 ≤ w i j) ∧ (∀ i j, w i j = w j i) ∧
      (∀ t, trace (boltz H t) = ((∑ i, Real.exp (-t * E i) : ℝ) : ℂ)) ∧
      (∀ s t, trace (boltz H s * A * boltz H t * A) = (pairSum w E s t : ℂ)) ∧
      (Commute A H ↔ ∀ i j, w i j = 0 ∨ E i = E j) := by
  obtain ⟨U, E, hU, hd, hb⟩ := exists_eigenbasis hH
  have hU' : U * Uᴴ = 1 := mul_eq_one_comm.mp hU
  have key : ∀ X Y : Matrix n n ℂ, U * X * Uᴴ * (U * Y * Uᴴ) = U * (X * Y) * Uᴴ := fun X Y => by
    calc _ = U * X * (Uᴴ * U) * (Y * Uᴴ) := by simp only [Matrix.mul_assoc]
      _ = _ := by rw [hU, Matrix.mul_one]; simp only [Matrix.mul_assoc]
  have tr : ∀ X : Matrix n n ℂ, trace (U * X * Uᴴ) = trace X := fun X => by
    rw [Matrix.trace_mul_comm, ← Matrix.mul_assoc, hU, Matrix.one_mul]
  -- `B` is the observable in the energy basis
  obtain ⟨B, hB, hAB⟩ : ∃ B : Matrix n n ℂ, Bᴴ = B ∧ A = U * B * Uᴴ := by
    refine ⟨Uᴴ * A * U, by simp [Matrix.conjTranspose_mul, hA.eq, Matrix.mul_assoc], ?_⟩
    calc A = (U * Uᴴ) * A * (U * Uᴴ) := by rw [hU', Matrix.one_mul, Matrix.mul_one]
      _ = _ := by simp only [Matrix.mul_assoc]
  have hji : ∀ i j, B j i = star (B i j) := fun i j => (congrFun (congrFun hB j) i).symm
  refine ⟨E, fun i j => ‖B i j‖ ^ 2, fun _ _ => sq_nonneg _,
    fun i j => by simp only [hji i j, norm_star],
    fun t => by rw [hb, tr, Matrix.trace_diagonal, Complex.ofReal_sum], fun s t => ?_, ?_⟩
  · rw [hb s, hb t, hAB, key, key, key, tr]
    simp only [pairSum]
    rw [Matrix.trace, Complex.ofReal_sum]
    refine Finset.sum_congr rfl fun i _ => ?_
    rw [Matrix.diag_apply, Matrix.mul_apply, Complex.ofReal_sum]
    refine Finset.sum_congr rfl fun j _ => ?_
    have h2 : B i j * star (B i j) = ((‖B i j‖ ^ 2 : ℝ) : ℂ) := by
      rw [← starRingEnd_apply, Complex.mul_conj, Complex.normSq_eq_norm_sq]
    rw [Matrix.mul_diagonal, Matrix.diagonal_mul, hji i j, Complex.ofReal_mul,
      Complex.ofReal_mul, ← h2]
    ring
  · have h1 : A * H = U * (B * diagonal (fun i => (E i : ℂ))) * Uᴴ := by rw [hAB, hd, key]
    have h2 : H * A = U * (diagonal (fun i => (E i : ℂ)) * B) * Uᴴ := by rw [hAB, hd, key]
    have hc : ∀ X : Matrix n n ℂ, Uᴴ * (U * X * Uᴴ) * U = X := fun X => by
      calc _ = (Uᴴ * U) * X * (Uᴴ * U) := by simp only [Matrix.mul_assoc]
        _ = X := by rw [hU, Matrix.one_mul, Matrix.mul_one]
    constructor
    · intro h i j
      have h3 := h1.symm.trans (h.eq.trans h2)
      have e : B * diagonal (fun i => (E i : ℂ)) = diagonal (fun i => (E i : ℂ)) * B :=
        (hc _).symm.trans ((congrArg (fun X => Uᴴ * X * U) h3).trans (hc _))
      have e' := congrFun (congrFun e i) j
      rw [Matrix.mul_diagonal, Matrix.diagonal_mul] at e'
      by_cases h0 : B i j = 0
      · left; simp [h0]
      · right
        exact Complex.ofReal_injective (mul_right_cancel₀ h0 (by linear_combination -e'))
    · intro h
      have e : B * diagonal (fun i => (E i : ℂ)) = diagonal (fun i => (E i : ℂ)) * B := by
        ext i j
        rw [Matrix.mul_diagonal, Matrix.diagonal_mul]
        rcases h i j with h | h
        · have h0 : B i j = 0 := norm_eq_zero.1 ((pow_eq_zero_iff two_ne_zero).1 h)
          rw [h0, zero_mul, mul_zero]
        · rw [h, mul_comm]
      change A * H = H * A
      rw [h1, h2, e]
```

Let B = U†AU, which is Hermitian. The factors U†U cancel inside the trace (`key` and `tr`), leaving

Tr(exp(-sH) A exp(-tH) A) = Σ_ij exp(-sE_i) B_ij exp(-tE_j) B_ji = P(s,t), with w_ij = |B_ij|².

For the last clause, (BD - DB)_ij = B_ij (E_j - E_i). Thus A commutes with H exactly when B connects only levels of equal energy.

## The bound and its equality case

```lean
/-- For Hermitian `H` and `A` and `β > 0`, the integral of `C` over `[0, β]` is at most `β C(0)`,
with equality if and only if `A` commutes with `H`. The order on complex numbers means that the
difference is real and nonnegative. -/
theorem integral_corr_le [Nonempty n] (hH : H.IsHermitian) (hA : A.IsHermitian)
    {β : ℝ} (hβ : 0 < β) :
    (∫ τ in (0 : ℝ)..β, corr H A β τ) ≤ β * corr H A β 0 ∧
      ((∫ τ in (0 : ℝ)..β, corr H A β τ) = β * corr H A β 0 ↔ Commute A H) := by
  obtain ⟨E, w, hw, hs, hZ, hG, hc⟩ := lehmann hH hA
  have hZ0 : 0 < ∑ i, Real.exp (-β * E i) :=
    Finset.sum_pos (fun i _ => Real.exp_pos _) Finset.univ_nonempty
  have hf : ∀ τ, corr H A β τ
      = ((pairSum w E (β - τ) τ / ∑ i, Real.exp (-β * E i) : ℝ) : ℂ) := fun τ => by
    unfold corr
    rw [hG, hZ, Complex.ofReal_div]
  have hcont : Continuous fun τ => pairSum w E (β - τ) τ :=
    continuous_finsetSum _ fun i _ => continuous_finsetSum _ fun j _ => by fun_prop
  have hle : ∀ τ, 0 ≤ τ → τ ≤ β → 0 ≤ pairSum w E β 0 - pairSum w E (β - τ) τ := by
    intro τ h0 h1
    have h := pairSum_le (E := E) hw hs (sub_nonneg.2 h1) h0
    rw [sub_add_cancel] at h
    exact sub_nonneg.2 h
  have hI : (∫ τ in (0 : ℝ)..β, (pairSum w E β 0 - pairSum w E (β - τ) τ))
      = β * pairSum w E β 0 - ∫ τ in (0 : ℝ)..β, pairSum w E (β - τ) τ := by
    rw [intervalIntegral.integral_sub (continuous_const.intervalIntegrable _ _)
      (hcont.intervalIntegrable _ _), intervalIntegral.integral_const, smul_eq_mul, sub_zero]
  have hint : β * corr H A β 0 - (∫ τ in (0 : ℝ)..β, corr H A β τ)
      = (((∫ τ in (0 : ℝ)..β, (pairSum w E β 0 - pairSum w E (β - τ) τ))
        / ∑ i, Real.exp (-β * E i) : ℝ) : ℂ) := by
    simp only [hf]
    rw [intervalIntegral.integral_ofReal, intervalIntegral.integral_div, hI, sub_zero,
      ← Complex.ofReal_mul, ← Complex.ofReal_sub]
    exact congrArg Complex.ofReal (by ring)
  constructor
  · rw [← sub_nonneg, hint]
    exact Complex.zero_le_real.2 (div_nonneg
      (intervalIntegral.integral_nonneg hβ.le fun τ h => hle τ h.1 h.2) hZ0.le)
  rw [eq_comm, ← sub_eq_zero, hint, Complex.ofReal_eq_zero, div_eq_zero_iff,
    or_iff_left hZ0.ne', hc]
  constructor
  · -- equality of the integrals forces equality at the midpoint
    intro h
    refine energy_eq_of_pairSum_eq hw hs (half_pos hβ) ?_
    by_contra hne
    rw [add_halves] at hne
    have hmid : 0 < pairSum w E β 0 - pairSum w E (β - β / 2) (β / 2) := by
      refine lt_of_le_of_ne (hle _ (by linarith) (by linarith)) fun h6 => hne ?_
      rw [show β - β / 2 = β / 2 by ring] at h6
      linarith
    exact (intervalIntegral.integral_pos hβ (continuous_const.sub hcont).continuousOn
      (fun τ hτ => hle τ hτ.1.le hτ.2) ⟨β / 2, ⟨by linarith, by linarith⟩, hmid⟩).ne' h
  · intro h
    have hz : ∀ τ, pairSum w E β 0 - pairSum w E (β - τ) τ = 0 := fun τ => by
      have hg := (pairSum_gap (E := E) hs (β - τ) τ).trans (Finset.sum_eq_zero fun i _ =>
        Finset.sum_eq_zero fun j _ => by rcases h i j with h | h <;> simp [h])
      rw [sub_add_cancel] at hg
      linarith
    simp only [hz, intervalIntegral.integral_zero]
```

Some state exists (`Nonempty n`), so Z > 0. The identity `hint` reads

βC(0) - ∫₀^β C(τ) dτ = (1/Z) ∫₀^β [P(β,0) - P(β-τ,τ)] dτ.

The integrand is nonnegative, which proves the inequality. It is also continuous, so if the integral is zero the integrand vanishes at τ = β/2; the equal-split lemma then shows that A commutes with H. Conversely, if A commutes with H, every term of the gap formula is zero at every τ.

```lean
/-- For Hermitian `H` and `A` and `β > 0`, the static susceptibility `∫ C - β⟨A⟩²` is at most
`β` times the equal-time variance of `A`, with equality if and only if `A` commutes with `H`. -/
theorem susceptibility_le_variance [Nonempty n] (hH : H.IsHermitian) (hA : A.IsHermitian)
    {β : ℝ} (hβ : 0 < β) :
    (∫ τ in (0 : ℝ)..β, corr H A β τ) - β * thermal H β A ^ 2
        ≤ β * (thermal H β (A * A) - thermal H β A ^ 2) ∧
      ((∫ τ in (0 : ℝ)..β, corr H A β τ) - β * thermal H β A ^ 2
        = β * (thermal H β (A * A) - thermal H β A ^ 2) ↔ Commute A H) := by
  have hb : boltz H 0 = 1 := by simp [boltz]
  have h0 : corr H A β 0 = thermal H β (A * A) := by
    unfold corr thermal
    rw [sub_zero, hb, Matrix.mul_one, Matrix.mul_assoc]
  have h := integral_corr_le hH hA hβ
  rw [mul_sub, ← h0]
  exact ⟨sub_le_sub_right h.1 _, sub_left_inj.trans h.2⟩

end

end SnapshotSusceptibility
```

```lean
#print axioms SnapshotSusceptibility.susceptibility_le_variance
```

```
'SnapshotSusceptibility.susceptibility_le_variance' depends on axioms: [propext, Classical.choice, Quot.sound]
```

At τ = 0 the correlation function is ⟨A²⟩. Subtracting β⟨A⟩² from both sides gives

χ ≤ β(⟨A²⟩ - ⟨A⟩²),

with equality exactly when AH = HA. In finite-temperature quantum Monte Carlo for a finite-dimensional Hamiltonian, β times the equal-time variance therefore overestimates χ whenever A is not conserved, apart from statistical and time-step errors. This χ is the isothermal susceptibility: it equals ∂⟨A⟩/∂f at f = 0 when ⟨A⟩ is the thermal average for H - fA at fixed β, a fact that is not proved here.

## A spin and a single state

For H = hσz with h > 0 and A = σx, direct calculation gives C(0) = 1 and ∫₀^β C(τ) dτ = tanh(βh)/h < β. Replacing A by iσx reverses both signs and violates the bound, so it is not enough for A to be normal.

With a single state, A is a real number a and C(τ) = a² throughout. Both sides of the integral bound equal βa², and both χ and the variance are zero.
